# Monkhorst-Pack grids are symmetric under inversion, lie strictly inside the primitive reciprocal cell, and contain Gamma exactly when every division is odd

Suppose a program samples a band on three points along one reciprocal axis, at \(-1/3\), \(0\) and \(1/3\). To save work it keeps only the points with \(k\ge 0\) and gives each of them the doubled weight \(2/3\), on the grounds that \(k\) and \(-k\) have the same energy. The weights then add up to \(4/3\), and a filled band holds a third too many electrons. The program has counted the point \(0\) as if it had a separate partner. A related fault occurs on a mesh where some \(k\) has no partner, neither \(-k\) itself nor a point that differs from \(-k\) by a reciprocal lattice vector: doubling then brings in points that were never sampled. The problems below settle which points have partners, which point is its own partner, and what weights follow.

## The mesh and its coordinates

Wavevectors are given in fractional coordinates, as multiples of the primitive reciprocal lattice vectors. An axis with \(N\) divisions carries the points

\[
k_r=\frac{2r-N-1}{2N},\qquad r=1,\dots,N .
\]

Write \(M_N\) for the set of these points. For several axes, \(\mathbf N=(N_i)\) lists the divisions, and the grid \(K_{\mathbf N}\) consists of all vectors \(k\) with \(k_i\in M_{N_i}\) for every axis \(i\). The Gamma point is \(k=0\).

```lean
import Mathlib

open Finset

namespace MonkhorstPackInversion

noncomputable section
```

The coordinate \(k_r\) is `mpCoord N r`, a real number computed from two natural numbers.

```lean
/-- The `r`-th Monkhorst-Pack fractional coordinate on an axis with `N` divisions. -/
def mpCoord (N r : ℕ) : ℝ := (2 * (r : ℝ) - N - 1) / (2 * N)
```

The mesh \(M_N\) is `mpMesh N`, a finite set of reals. As a set it records no multiplicities, so whether different labels give different points has to be shown. For \(N=0\) there are no labels and the mesh is empty, so the formula with its zero denominator is never used.

```lean
/-- The Monkhorst-Pack mesh on one axis: the coordinates with labels `r = 1, ..., N`. -/
def mpMesh (N : ℕ) : Finset ℝ := (Finset.Icc 1 N).image (mpCoord N)
```

The grid \(K_{\mathbf N}\) is `mpGrid N`. The finite type `ι` labels the axes, so the dimension is arbitrary, and `Fintype.piFinset` forms the product of the meshes.

```lean
/-- The Monkhorst-Pack grid with `N i` divisions along the reciprocal axis `i`,
in fractional coordinates. -/
def mpGrid {ι : Type*} [Fintype ι] [DecidableEq ι] (N : ι → ℕ) : Finset (ι → ℝ) :=
  Fintype.piFinset (fun i => mpMesh (N i))
```

These definitions fix the convention: the grid is the one given by the formula, with no additional shift. Programs that move even meshes onto Gamma use a different set. The shape of the reciprocal cell does not enter, and neither do rotations or mirror planes of the crystal.

## (a) Reversing one axis

Show that the mesh contains the inverse of each of its points:

\[
k\in M_N\ \Longrightarrow\ -k\in M_N .
\]

**Solution.** Let \(k=k_r\) and consider the label \(N+1-r\). Since \(1\le r\le N\), it also lies between \(1\) and \(N\). Its coordinate is

\[
k_{N+1-r}=\frac{2(N+1-r)-N-1}{2N}=\frac{N+1-2r}{2N}=-k_r .
\]

```lean
/-- With every point `k` the one-axis mesh contains `-k`. -/
theorem neg_mem_mpMesh {N : ℕ} {k : ℝ} (hk : k ∈ mpMesh N) : -k ∈ mpMesh N := by
  obtain ⟨r, hr, rfl⟩ := Finset.mem_image.1 hk
  have hr' := Finset.mem_Icc.1 hr
  -- inversion exchanges the labels r and N + 1 - r
  refine Finset.mem_image.2 ⟨N + 1 - r, Finset.mem_Icc.2 (by omega), ?_⟩
  unfold mpCoord
  rw [Nat.cast_sub (by omega)]
  push_cast
  ring
```

The proof extracts the label `r` from the membership of `k` and supplies `N + 1 - r` as the label of `-k`. Subtraction of natural numbers stops at zero, so `Nat.cast_sub` needs \(r\le N+1\) before the difference can be read as a real one. After that, `ring` does the algebra above.

## (b) Distance from the cell boundary

The cell meant here is the parallelepiped spanned by the primitive reciprocal lattice vectors and centred on Gamma, in which every fractional coordinate lies between \(-1/2\) and \(1/2\). It is in general not the first Brillouin zone: on a hexagonal lattice, a \(3\times3\times1\) grid contains corners K of that zone. Show that every mesh point satisfies

\[
|k|<\tfrac12 .
\]

**Solution.** From \(1\le r\le N\) the numerator \(2r-N-1\) lies between \(-(N-1)\) and \(N-1\). Hence

\[
|k_r|\le\frac{N-1}{2N}=\frac12-\frac1{2N}<\frac12 .
\]

```lean
/-- Every point of the one-axis mesh lies strictly between `-1/2` and `1/2`. -/
theorem abs_lt_half_of_mem_mpMesh {N : ℕ} {k : ℝ} (hk : k ∈ mpMesh N) :
    |k| < 1 / 2 := by
  obtain ⟨r, hr, rfl⟩ := Finset.mem_image.1 hk
  obtain ⟨h1, h2⟩ := Finset.mem_Icc.1 hr
  have h1' : (1 : ℝ) ≤ r := by exact_mod_cast h1
  have h2' : (r : ℝ) ≤ N := by exact_mod_cast h2
  have hN : (0 : ℝ) < 2 * N := by linarith
  unfold mpCoord
  rw [abs_lt]
  constructor
  · rw [lt_div_iff₀ hN]
    linarith
  · rw [div_lt_iff₀ hN]
    linarith
```

The formal proof treats the two sides of the inequality separately. It multiplies each by the positive number \(2N\), which leaves \(-N<2r-N-1\) and \(2r-N-1<N\). Both follow from the bounds on \(r\) by `linarith`.

## (c) When the mesh hits zero

Show that

\[
0\in M_N\iff N\text{ is odd}.
\]

**Solution.** If \(k_r=0\), the numerator vanishes, so \(2r=N+1\) and \(N=2(r-1)+1\) is odd. Conversely, if \(N=2m+1\), the label \(r=m+1\) lies in the allowed range and gives \(2(m+1)-(2m+1)-1=0\).

```lean
/-- The one-axis mesh contains the point `0` if and only if `N` is odd. -/
theorem zero_mem_mpMesh_iff (N : ℕ) : (0 : ℝ) ∈ mpMesh N ↔ Odd N := by
  constructor
  · intro h0
    obtain ⟨r, hr, h⟩ := Finset.mem_image.1 h0
    obtain ⟨h1, h2⟩ := Finset.mem_Icc.1 hr
    have hN : (0 : ℝ) < N := by exact_mod_cast (by omega : 0 < N)
    unfold mpCoord at h
    rcases div_eq_zero_iff.1 h with h | h
    · -- the numerator vanishes only for the middle label
      have h3 : 2 * (r : ℝ) = N + 1 := by linarith
      have h4 : 2 * r = N + 1 := by exact_mod_cast h3
      exact ⟨r - 1, by omega⟩
    · exfalso
      linarith
  · rintro ⟨m, rfl⟩
    refine Finset.mem_image.2 ⟨m + 1, Finset.mem_Icc.2 (by omega), ?_⟩
    unfold mpCoord
    rw [div_eq_zero_iff]
    left
    push_cast
    ring
```

In the forward direction, `div_eq_zero_iff` leaves two cases, a vanishing numerator or a vanishing denominator. The second is excluded because a label exists, so \(N>0\). The equation \(2r=N+1\) is then carried from the reals back to the natural numbers, where `omega` confirms that \(r-1\) is the witness for oddness.

## (d) Any number of axes

Let \(-K_{\mathbf N}\) be the set of all \(-k\) with \(k\in K_{\mathbf N}\). Show that

\[
-K_{\mathbf N}=K_{\mathbf N},\qquad
|k_i|<\tfrac12\ \text{ for all }k\in K_{\mathbf N}\text{ and all }i,\qquad
0\in K_{\mathbf N}\iff \text{every }N_i\text{ is odd}.
\]

**Solution.** Membership in \(K_{\mathbf N}\) is a separate condition on each axis. By (a), \(k\in K_{\mathbf N}\) implies \(-k\in K_{\mathbf N}\), so \(-K_{\mathbf N}\subseteq K_{\mathbf N}\). For the reverse inclusion, write \(k=-(-k)\) with \(-k\in K_{\mathbf N}\). The bound is (b) on each axis. The zero vector belongs to the grid exactly when \(0\in M_{N_i}\) for every \(i\), which is (c).

A \(3\times3\times1\) grid therefore contains Gamma, and a \(4\times4\times1\) grid does not. One even division is enough to exclude it.

```lean
/-- The Monkhorst-Pack grid is mapped onto itself by `k → -k`, lies strictly inside the cell
`(-1/2, 1/2)^d`, and contains the Gamma point if and only if all divisions are odd. -/
theorem mpGrid_inversion_interior_gamma {ι : Type*} [Fintype ι] [DecidableEq ι]
    (N : ι → ℕ) :
    (mpGrid N).image (fun k => -k) = mpGrid N ∧
      (∀ k ∈ mpGrid N, ∀ i, |k i| < 1 / 2) ∧
      ((0 : ι → ℝ) ∈ mpGrid N ↔ ∀ i, Odd (N i)) := by
  have hneg : ∀ k ∈ mpGrid N, -k ∈ mpGrid N := fun k hk =>
    Fintype.mem_piFinset.2 fun i => neg_mem_mpMesh (Fintype.mem_piFinset.1 hk i)
  refine ⟨?_, ?_, ?_⟩
  · ext k
    constructor
    · intro hk
      obtain ⟨q, hq, rfl⟩ := Finset.mem_image.1 hk
      exact hneg q hq
    · intro hk
      exact Finset.mem_image.2 ⟨-k, hneg k hk, neg_neg k⟩
  · intro k hk i
    exact abs_lt_half_of_mem_mpMesh (Fintype.mem_piFinset.1 hk i)
  · constructor
    · intro h i
      exact (zero_mem_mpMesh_iff (N i)).1 (Fintype.mem_piFinset.1 h i)
    · intro h
      exact Fintype.mem_piFinset.2 fun i => (zero_mem_mpMesh_iff (N i)).2 (h i)
```

The three parts of the statement are joined by `∧`. The first is an equality of sets, with `image` standing for the set of inverted points. The equivalence `Fintype.mem_piFinset` translates between membership in the grid and membership on each axis, after which the one-axis results apply directly.

## (e) Points equivalent to their own inverse

Two wavevectors are physically equivalent if they differ by a reciprocal lattice vector, which has integer entries \(G_i\) in fractional coordinates. Let \(k\in K_{\mathbf N}\). Show that

\[
k_i-(-k_i)=G_i\in\mathbb Z\ \text{ for all }i\ \Longrightarrow\ k=0 .
\]

**Solution.** The hypothesis says \(2k_i=G_i\). By (b), \(|2k_i|<1\), and the only integer of modulus below \(1\) is \(0\). So \(G_i=0\) and \(k_i=0\) on every axis.

```lean
/-- A grid point that differs from its inverse `-k` by a reciprocal lattice vector `G`
is the Gamma point. -/
theorem eq_gamma_of_inversion_invariant {ι : Type*} [Fintype ι] [DecidableEq ι]
    {N : ι → ℕ} {k : ι → ℝ} (hk : k ∈ mpGrid N) (G : ι → ℤ)
    (hG : ∀ i, k i - (-k i) = G i) : k = 0 := by
  funext i
  obtain ⟨h1, h2⟩ := abs_lt.1 (abs_lt_half_of_mem_mpMesh (Fintype.mem_piFinset.1 hk i))
  have h := hG i
  -- the integer G i = 2 k i lies strictly between -1 and 1
  have h3 : (G i : ℝ) < 1 := by linarith
  have h4 : (-1 : ℝ) < G i := by linarith
  have h5 : G i < 1 := by exact_mod_cast h3
  have h6 : -1 < G i := by exact_mod_cast h4
  have h7 : G i = 0 := by omega
  rw [h7, Int.cast_zero] at h
  show k i = 0
  linarith
```

The vector \(G\) is a function `G : ι → ℤ`, and the hypothesis `hG` is the equivalence written out by components. The proof derives \(-1<G_i<1\) over the reals, transfers it to the integers and lets `omega` conclude that \(G_i=0\).

The wavevectors equivalent to their own inverse are the time-reversal-invariant momenta, whose fractional coordinates are \(0\) or \(1/2\) up to integers. Those at the zone boundary, such as the L point of a face-centred cubic crystal, never belong to this grid. A band extremum located there is approached as the grid is refined but is not sampled.

## (f) No repeated points

Show that the \(N\) labels give \(N\) different points:

\[
|M_N|=N .
\]

**Solution.** If \(k_a=k_b\) for two labels, multiplying by \(2N\) gives \(2a-N-1=2b-N-1\), so \(a=b\). The mesh has as many points as there are labels.

```lean
/-- The one-axis mesh with `N` divisions has exactly `N` distinct points. -/
theorem card_mpMesh (N : ℕ) : (mpMesh N).card = N := by
  have hinj : Set.InjOn (mpCoord N) (Finset.Icc 1 N : Finset ℕ) := by
    intro a ha b _ h
    obtain ⟨h1, h2⟩ := Finset.mem_Icc.1 (Finset.mem_coe.1 ha)
    have hN : (0 : ℝ) < N := by exact_mod_cast (by omega : 0 < N)
    have hN2 : (2 * (N : ℝ)) ≠ 0 := by positivity
    unfold mpCoord at h
    have h3 := (div_left_inj' hN2).1 h
    have h4 : (a : ℝ) = b := by linarith
    exact_mod_cast h4
  rw [mpMesh, Finset.card_image_of_injOn hinj, Nat.card_Icc, Nat.add_sub_cancel]
```

The statement `hinj` is this injectivity on the labels \(1,\dots,N\), and `Finset.card_image_of_injOn` turns it into the count. It justifies the uniform weight \(1/N\) per point in a mesh average.

## (g) Folding the sum of an even function

Let \(f\) be a real function with \(f(-k)=f(k)\) for all \(k\). Show that

\[
\sum_{k\in M_N}f(k)=c_N+2\sum_{\substack{k\in M_N\\ k>0}}f(k),
\qquad
c_N=\begin{cases}f(0)&N\text{ odd},\\ 0&N\text{ even}.\end{cases}
\]

**Solution.** Split the sum into its positive, negative and zero parts. By (a), \(k\mapsto-k\) is a one-to-one map from the negative mesh points to the positive ones, and \(f\) is even, so

\[
\sum_{\substack{k\in M_N\\ k<0}}f(k)=\sum_{\substack{k\in M_N\\ k>0}}f(-k)=\sum_{\substack{k\in M_N\\ k>0}}f(k).
\]

By (c), the zero part is \(f(0)\) for odd \(N\) and is absent for even \(N\).

```lean
/-- For an even function the sum over the one-axis mesh is twice the sum over its positive
points, plus the value at `0` when `N` is odd. -/
theorem sum_mpMesh_of_even (N : ℕ) (f : ℝ → ℝ) (hf : ∀ k, f (-k) = f k) :
    ∑ k ∈ mpMesh N, f k =
      (if Odd N then f 0 else 0) + 2 * ∑ k ∈ (mpMesh N).filter (fun k => 0 < k), f k := by
  -- split the value f k into terms for positive k, negative k and k = 0
  have hsplit : ∀ k : ℝ, f k = (if 0 < k then f k else 0) + (if k < 0 then f k else 0)
      + (if k = 0 then f k else 0) := by
    intro k
    rcases lt_trichotomy k 0 with h | h | h
    · simp [h, h.ne, not_lt.2 h.le]
    · simp [h]
    · simp [h, h.ne', not_lt.2 h.le]
  -- inversion carries the negative points to the positive ones
  have hflip : ∑ k ∈ mpMesh N, (if k < 0 then f k else 0)
      = ∑ k ∈ mpMesh N, (if 0 < k then f k else 0) := by
    refine Finset.sum_nbij' (fun k => -k) (fun k => -k)
      (fun k hk => neg_mem_mpMesh hk) (fun k hk => neg_mem_mpMesh hk)
      (fun k _ => neg_neg k) (fun k _ => neg_neg k) ?_
    intro k _
    simp [hf]
  have hzero : ∑ k ∈ mpMesh N, (if k = 0 then f k else 0) = if Odd N then f 0 else 0 := by
    rw [Finset.sum_ite_eq' (mpMesh N) 0 f]
    by_cases hN : Odd N
    · rw [if_pos ((zero_mem_mpMesh_iff N).2 hN), if_pos hN]
    · rw [if_neg (fun h => hN ((zero_mem_mpMesh_iff N).1 h)), if_neg hN]
  rw [Finset.sum_congr rfl (fun k _ => hsplit k), Finset.sum_add_distrib,
    Finset.sum_add_distrib, hflip, hzero, Finset.sum_filter]
  ring
```

The formal proof writes each value \(f(k)\) as a sum of three conditional terms, one for each sign of \(k\) and one for \(k=0\); this is `hsplit`. Summing these terms over the whole mesh gives the three parts. In `hflip`, `Finset.sum_nbij'` performs the substitution \(k\mapsto-k\), which serves as its own inverse. In `hzero`, the sum collapses to its only possible term, and (c) decides whether that term is present.

The evenness `hf` is assumed. Physically it stands for time-reversal symmetry: in a nonmagnetic crystal the set of band energies at \(-k\) equals that at \(k\), so a sum over all bands of a function of the energy is even. For such a sum in a one-dimensional band model, the mesh average needs only the points \(k\ge0\), with weight \(2/N\) for each positive point and \(1/N\) for Gamma. This removes the excess charge in the three-point example.

The same pairing settles odd functions. If \(f(-k)=-f(k)\), inversion turns the mesh sum \(S\) into \(-S\), so \(S=0\). For example, the group velocities of a band with even, differentiable energy add up to zero over the mesh. This companion rule is derived here by hand only.

## (h) How many points remain

Show that

\[
\bigl|\{k\in M_N: k>0\}\bigr|=\left\lfloor\frac N2\right\rfloor .
\]

**Solution.** Let \(P\) be the number of positive points and put \(f=1\) in (g). By (f) the left side is \(N\). For odd \(N\) this gives \(N=1+2P\), and for even \(N\) it gives \(N=2P\). In both cases \(P=\lfloor N/2\rfloor\).

In the smallest nonempty case, \(N=1\), the mesh is Gamma alone: there are no positive points, and the folded sum is \(f(0)\). For \(N=2\) the points are \(\pm1/4\), and the folded sum is \(2f(1/4)\).

```lean
/-- The one-axis mesh has exactly `N / 2` positive points, rounded down. -/
theorem card_positive_mpMesh (N : ℕ) :
    ((mpMesh N).filter (fun k => 0 < k)).card = N / 2 := by
  -- apply the folding rule to the constant function 1
  have h := sum_mpMesh_of_even N (fun _ => 1) (fun _ => rfl)
  simp only [Finset.sum_const, card_mpMesh, nsmul_eq_mul, mul_one] at h
  by_cases hN : Odd N
  · rw [if_pos hN] at h
    have h' : N = 1 + 2 * ((mpMesh N).filter (fun k => 0 < k)).card := by exact_mod_cast h
    omega
  · rw [if_neg hN, zero_add] at h
    have h' : N = 2 * ((mpMesh N).filter (fun k => 0 < k)).card := by exact_mod_cast h
    omega

end

end MonkhorstPackInversion
```

In Lean, `N / 2` is division of natural numbers, which rounds down. The proof specialises the folding rule to the constant function, separates odd from even \(N\), and leaves the resulting integer equation to `omega`.

```lean
#print axioms MonkhorstPackInversion.mpGrid_inversion_interior_gamma
#print axioms MonkhorstPackInversion.eq_gamma_of_inversion_invariant
#print axioms MonkhorstPackInversion.card_positive_mpMesh
```

```
'MonkhorstPackInversion.mpGrid_inversion_interior_gamma' depends on axioms: [propext, Classical.choice, Quot.sound]
'MonkhorstPackInversion.eq_gamma_of_inversion_invariant' depends on axioms: [propext, Classical.choice, Quot.sound]
'MonkhorstPackInversion.card_positive_mpMesh' depends on axioms: [propext, Classical.choice, Quot.sound]
```
